# A restoring term leaves the target as the only positive limit of a deterministic walker population

A steady walker population need not be the population that was asked for. If the energy shift is corrected only by the population's growth, a run can settle at a size fixed by its starting values, with nothing in the steady state to pull it towards the target. For projector Monte Carlo, the results below separate settling from reaching the target, in a deterministic model with one growth rate and no sampling noise.

## Growth by one deterministic factor

Let $N_n$ be the population after $n$ steps, $S_n$ the shift, $T$ the target, $\tau$ the time step and $E$ the ground-state energy. The model assumes

$$N_{n+1}=e^{\tau(S_n-E)}N_n,$$
$$S_{n+1}=S_n-\frac{\zeta}{\tau}\ln\frac{N_{n+1}}{N_n}-\frac{\xi}{\tau}\ln\frac{N_{n+1}}{T}.$$

The first equation describes the mean growth, under the exponential projector $e^{-\tau(H-S_n)}$ with Hamiltonian $H$, of a population that already has the shape of the ground state. A projector linear in $\tau$ gives the factor $1+\tau(S_n-E)$ instead, which agrees with the exponential to first order in $\tau$ and is not treated here. In the second, the dimensionless constants $\zeta$ and $\xi$ set the damping of growth and the restoring pull towards $T$. With $x_n=\ln(N_n/T)$ and $d_n=\tau(S_n-E)$, the model becomes linear:

$$x_{n+1}=x_n+d_n,\qquad d_{n+1}=d_n-z(x_{n+1}-x_n)-y\,x_{n+1},$$

where $z=\zeta$ and $y=\xi$.

```lean
import Mathlib

open Filter Topology

namespace ShiftUpdateTargetPopulation

/-- The log population `x` and the scaled shift error `d` follow the shift update with
damping `z` and restoring strength `y`. -/
def IsShiftRun (z y : ℝ) (x d : ℕ → ℝ) : Prop :=
  ∀ n, x (n + 1) = x n + d n ∧
    d (n + 1) = d n - z * (x (n + 1) - x n) - y * x (n + 1)

/-- A walker population `N` grows by the factor `exp (τ (S - E))` per step, and the shift `S` is
corrected by the log growth and by the log ratio to the target `T`. It is meant for `τ ≠ 0`, `T > 0`
and positive populations, which the definition itself does not require. -/
def IsPopulationRun (τ E ζ ξ T : ℝ) (N S : ℕ → ℝ) : Prop :=
  ∀ n, N (n + 1) = Real.exp (τ * (S n - E)) * N n ∧
    S (n + 1) = S n - ζ / τ * Real.log (N (n + 1) / N n) - ξ / τ * Real.log (N (n + 1) / T)
```

`IsShiftRun` is the linear recursion and `IsPopulationRun` the original one. Both concern real sequences indexed from $n=0$, so walkers are not counted in whole numbers, and the shift is updated at every step. $E$ is a given number and is not computed from a Hamiltonian. Without the deterministic growth law, random births and deaths enter the first equation, and the limits below are no longer claimed.

## A nonzero time step and positive populations

By hand, the logarithm of the growth law gives $\ln N_{n+1}=\ln N_n+\tau(S_n-E)$, and subtracting $\ln T$ gives the equation for $x$. Multiplying the shift update by $\tau$ gives the equation for $d$. This uses $N_n>0$, $T>0$ and $\tau\neq0$.

```lean
/-- For a nonzero time step, a positive initial population and a positive target, the population
stays positive, and `log (N / T)` and `τ (S - E)` follow the linear shift update. -/
theorem log_population_run {τ E ζ ξ T : ℝ} {N S : ℕ → ℝ} (h : IsPopulationRun τ E ζ ξ T N S)
    (hτ : τ ≠ 0) (hN : 0 < N 0) (hT : 0 < T) :
    (∀ n, 0 < N n) ∧
      IsShiftRun ζ ξ (fun n => Real.log (N n / T)) (fun n => τ * (S n - E)) := by
  have pos : ∀ n, 0 < N n := by
    intro n
    induction n with
    | zero => exact hN
    | succ k ih =>
      rw [(h k).1]
      exact mul_pos (Real.exp_pos _) ih
  refine ⟨pos, ?_⟩
  intro n
  have l : ∀ k, Real.log (N k / T) = Real.log (N k) - Real.log T :=
    fun k => Real.log_div (pos k).ne' hT.ne'
  -- the logarithm turns exponential growth into addition
  have hl : Real.log (N (n + 1)) = τ * (S n - E) + Real.log (N n) := by
    rw [(h n).1, Real.log_mul (Real.exp_pos _).ne' (pos n).ne', Real.log_exp]
  have hS := (h n).2
  rw [Real.log_div (pos (n + 1)).ne' (pos n).ne', l] at hS
  have a : τ * (ζ / τ) = ζ := by field_simp
  have b : τ * (ξ / τ) = ξ := by field_simp
  constructor
  · simp only [l]
    linarith [hl]
  · simp only [l]
    linear_combination τ * hS - (Real.log (N (n + 1)) - Real.log (N n)) * a
      - (Real.log (N (n + 1)) - Real.log T) * b
```

The proof first obtains `pos`, positivity at every step, by induction from $N_0>0$, since the growth factor is an exponential. `Real.log_mul` and `Real.log_exp` then take the logarithm of the growth law, and the last `linear_combination` multiplies the shift equation by $\tau$.

An extinct population stays extinct and has no logarithm to steer by. At $\tau=0$, Lean's convention $\zeta/0=0$ would freeze both $N$ and $S$, so the shift would never find $E$ unless it started there.

## No restoring force

Setting $y=0$ switches off all knowledge of the target. Substituting $x_{n+1}-x_n=d_n$ gives

$$d_{n+1}=(1-z)d_n,\qquad d_{n+1}+z x_{n+1}=d_n+z x_n.$$

Hence $d_n=(1-z)^n d_0$, while $d_n+z x_n$ keeps its initial value. That conserved quantity is the run's memory.

```lean
/-- Without restoring force, the shift error is multiplied by `1 - z` at each step, and the
combination `d + z x` is conserved. -/
theorem free_run_invariants {z : ℝ} {x d : ℕ → ℝ} (h : IsShiftRun z 0 x d) (n : ℕ) :
    d n = (1 - z) ^ n * d 0 ∧ d n + z * x n = d 0 + z * x 0 := by
  induction n with
  | zero => simp
  | succ k ih =>
    obtain ⟨hx, hd⟩ := h k
    constructor
    · linear_combination hd - z * hx + (1 - z) * ih.1
    · linear_combination hd + ih.2
```

The induction proves both formulas together, and its two `linear_combination` steps are the substitutions above. If $y\neq0$, the second combination changes by $-y\,x_{n+1}$ at each step, so it is conserved only while the population sits on target.

## Damping between zero and two

The condition $0<z<2$ says that each correction reduces the size of the shift error, possibly reversing its sign. By hand it is used twice. It gives $|1-z|<1$, so $d_n\to0$, and it allows division by $z$ in the conservation law:

$$x_n=x_0+\frac{d_0-d_n}{z}\longrightarrow x_0+\frac{d_0}{z}.$$

```lean
/-- Without restoring force and with damping `0 < z < 2`, the shift error tends to zero and the
log population tends to `x 0 + d 0 / z`. -/
theorem free_run_limit {z : ℝ} {x d : ℕ → ℝ} (h : IsShiftRun z 0 x d)
    (hz : 0 < z) (hz2 : z < 2) :
    Tendsto d atTop (𝓝 0) ∧ Tendsto x atTop (𝓝 (x 0 + d 0 / z)) := by
  have hp : Tendsto (fun n : ℕ => (1 - z) ^ n) atTop (𝓝 0) :=
    tendsto_pow_atTop_nhds_zero_of_abs_lt_one (abs_lt.mpr ⟨by linarith, by linarith⟩)
  have hd : Tendsto d atTop (𝓝 0) := by
    have h1 := hp.mul_const (d 0)
    rw [zero_mul] at h1
    exact h1.congr (fun n => (free_run_invariants h n).1.symm)
  refine ⟨hd, ?_⟩
  -- the conserved quantity expresses the population through the shift error
  have e : ∀ n, x 0 + (d 0 - d n) / z = x n := by
    intro n
    have h1 : x n - x 0 = (d 0 - d n) / z := by
      rw [eq_div_iff hz.ne']
      linear_combination (free_run_invariants h n).2
    linarith
  have h2 := ((hd.const_sub (d 0)).div_const z).const_add (x 0)
  rw [sub_zero] at h2
  exact h2.congr e
```

In the proof, `hp` is the decay of $(1-z)^n$, and `e` is the displayed formula for $x_n$. The notation `Tendsto x atTop (𝓝 a)` means $x_n\to a$.

Neither endpoint can be included. At $z=0$ the error stays at $d_0$ and $x_n=x_0+n d_0$, which runs away if $d_0\neq0$. At $z=2$ the error alternates between $d_0$ and $-d_0$. The simplest case inside the window is $z=1$: the error vanishes after one step, and the population stays at $x_1=x_0+d_0$ from then on.

Two runs with the same damping therefore have limits that differ by $(x_0-x'_0)+(d_0-d'_0)/z$. This is zero exactly when their conserved quantities agree.

```lean
/-- Without restoring force and with damping `0 < z < 2`, the log populations of two runs approach
each other exactly when the runs start with the same value of `d + z x`. -/
theorem free_runs_agree_iff {z : ℝ} {x d x' d' : ℕ → ℝ} (h : IsShiftRun z 0 x d)
    (h' : IsShiftRun z 0 x' d') (hz : 0 < z) (hz2 : z < 2) :
    Tendsto (fun n => x n - x' n) atTop (𝓝 0) ↔ d 0 + z * x 0 = d' 0 + z * x' 0 := by
  have hL := (free_run_limit h hz hz2).2.sub (free_run_limit h' hz hz2).2
  have e1 : d 0 / z * z = d 0 := div_mul_cancel₀ _ hz.ne'
  have e2 : d' 0 / z * z = d' 0 := div_mul_cancel₀ _ hz.ne'
  constructor
  · intro h0
    have hu := tendsto_nhds_unique h0 hL
    linear_combination (-z) * hu - e1 + e2
  · intro h0
    have hu : x 0 + d 0 / z - (x' 0 + d' 0 / z) = 0 := by
      apply mul_left_cancel₀ hz.ne'
      linear_combination h0 + e1 - e2
    rw [hu] at hL
    exact hL
```

The proof subtracts the two limits. One direction uses uniqueness of limits, and the other inserts the equality of the initial values.

## A nonzero restoring strength

With $y\neq0$, the shift responds to the distance from the target as well as to growth. Substituting $x_{n+1}-x_n=d_n$ into the update gives a balance:

$$(1-z)d_n-d_{n+1}=y\,x_{n+1}.$$

```lean
/-- The restoring term at each step balances the damped old shift error against the new one. -/
theorem force_balance {z y : ℝ} {x d : ℕ → ℝ} (h : IsShiftRun z y x d) (n : ℕ) :
    (1 - z) * d n - d (n + 1) = y * x (n + 1) := by
  linear_combination z * (h n).1 - (h n).2
```

This identity holds for every $y$. The condition $y\neq0$ enters when $y$ is divided out. Without it, $x_n=1$, $d_n=0$ is a run that has converged away from the target. In practice one takes $y>0$, but the statements about limits need only $y\neq0$.

## Convergence of the population or of the shift

These statements assume that one of the two sequences settles. Suppose first that $x_n\to a$. Then $d_n=x_{n+1}-x_n\to0$, the left side of the balance tends to zero, and $ya=0$. Hence $a=0$.

```lean
/-- With a nonzero restoring strength, if the log population converges, then its limit is zero
and the shift error tends to zero. -/
theorem limit_of_population {z y a : ℝ} {x d : ℕ → ℝ} (h : IsShiftRun z y x d) (hy : y ≠ 0)
    (hx : Tendsto x atTop (𝓝 a)) : a = 0 ∧ Tendsto d atTop (𝓝 0) := by
  have hx1 : Tendsto (fun n => x (n + 1)) atTop (𝓝 a) := hx.comp (tendsto_add_atTop_nat 1)
  -- the shift error is the increment of a convergent sequence
  have e : ∀ n, x (n + 1) - x n = d n := fun n => by linarith [(h n).1]
  have hd : Tendsto d atTop (𝓝 0) := by
    have h1 := hx1.sub hx
    rw [sub_self] at h1
    exact h1.congr e
  have hd1 : Tendsto (fun n => d (n + 1)) atTop (𝓝 0) := hd.comp (tendsto_add_atTop_nat 1)
  have h0 := ((hd.const_mul (1 - z)).sub hd1).congr (force_balance h)
  have hu := tendsto_nhds_unique (hx1.const_mul y) h0
  have hya : y * a = 0 := by linarith
  exact ⟨(mul_eq_zero.mp hya).resolve_left hy, hd⟩
```

Here `e` writes $d_n$ as an increment, `h0` is the limit of the balance, and `tendsto_nhds_unique` compares its two sides.

Suppose instead that $d_n\to b$. Dividing the balance by $y$ gives

$$x_{n+1}=\frac{(1-z)d_n-d_{n+1}}{y}\longrightarrow-\frac{zb}{y}.$$

So $x$ converges too, and the previous argument makes both limits zero.

```lean
/-- With a nonzero restoring strength, if the shift error converges, then its limit is zero
and the log population tends to zero. -/
theorem limit_of_shift {z y b : ℝ} {x d : ℕ → ℝ} (h : IsShiftRun z y x d) (hy : y ≠ 0)
    (hd : Tendsto d atTop (𝓝 b)) : b = 0 ∧ Tendsto x atTop (𝓝 0) := by
  have hd1 : Tendsto (fun n => d (n + 1)) atTop (𝓝 b) := hd.comp (tendsto_add_atTop_nat 1)
  have e : ∀ n, ((1 - z) * d n - d (n + 1)) / y = x (n + 1) := fun n => by
    rw [force_balance h n, mul_div_cancel_left₀ _ hy]
  -- the force balance makes the population converge as well
  have hx1 := (((hd.const_mul (1 - z)).sub hd1).div_const y).congr e
  have hx := (tendsto_add_atTop_iff_nat 1).mp hx1
  obtain ⟨ha, hd0⟩ := limit_of_population h hy hx
  rw [ha] at hx
  exact ⟨tendsto_nhds_unique hd hd0, hx⟩
```

The proof builds `hx1` from this quotient and then calls `limit_of_population`. In particular, any joint limit has $x=d=0$.

A positive restoring strength alone does not make a run settle. For $z=0$ and $y=2$, the pair $(x_n,d_n)$ cycles through $(1,0)$, $(1,-2)$, $(-1,0)$, $(-1,2)$ indefinitely. No range of $z$ and $y$ that guarantees convergence is derived here.

## What the conditions say about walkers and energy

For $\xi=0$ and $0<\zeta<2$, undoing the logarithm gives

$$S_n\to E,\qquad N_n\to N_0\exp\!\left(\frac{\tau(S_0-E)}{\zeta}\right).$$

The shift finds the energy even though the population ignores the target. The initial shift error moves the logarithm of the population by $\tau(S_0-E)/\zeta$ in total, so at a fixed time step weaker damping gives a larger displacement.

```lean
/-- Without restoring force, with `0 < ζ < 2`, a nonzero time step and a positive initial
population, the shift tends to `E` and the population to `N 0 * exp (τ (S 0 - E) / ζ)`. -/
theorem population_without_target {τ E ζ T : ℝ} {N S : ℕ → ℝ}
    (h : IsPopulationRun τ E ζ 0 T N S) (hτ : τ ≠ 0) (hN : 0 < N 0) (hζ : 0 < ζ) (hζ2 : ζ < 2) :
    Tendsto S atTop (𝓝 E) ∧
      Tendsto N atTop (𝓝 (N 0 * Real.exp (τ * (S 0 - E) / ζ))) := by
  -- the target is irrelevant here, so it may be set to one
  have h' : IsPopulationRun τ E ζ 0 1 N S :=
    fun n => ⟨(h n).1, by linear_combination (h n).2⟩
  obtain ⟨pos, run⟩ := log_population_run h' hτ hN one_pos
  obtain ⟨hd, hx⟩ := free_run_limit run hζ hζ2
  constructor
  · have h1 := (hd.div_const τ).add_const E
    rw [zero_div, zero_add] at h1
    exact h1.congr (fun n => by rw [mul_div_cancel_left₀ _ hτ]; ring)
  · have hx' : Tendsto (fun n => Real.log (N n / 1)) atTop
        (𝓝 (Real.log (N 0 / 1) + τ * (S 0 - E) / ζ)) := hx
    have h1 := (Real.continuous_exp.tendsto _).comp hx'
    rw [div_one, Real.exp_add, Real.exp_log hN] at h1
    have e : ∀ n, Real.exp (Real.log (N n / 1)) = N n := fun n => by
      rw [div_one, Real.exp_log (pos n)]
    exact h1.congr e
```

Since $\xi=0$ removes $T$ from the update, the proof replaces it by one and needs no assumption on it. It then applies `free_run_limit`, recovers $S_n$ as $E+d_n/\tau$, and uses continuity of the exponential for $N_n$.

For $\xi\neq0$, assume that $N_n\to M$ with $M>0$, meaning that the population settles without dying out. Then $x_n\to\ln(M/T)$, which must be zero, so $M=T$ and $S_n\to E$.

```lean
/-- With a nonzero restoring strength and time step, and positive initial and target populations,
any positive limit of the population is the target, and the shift then tends to `E`. -/
theorem population_with_target {τ E ζ ξ T M : ℝ} {N S : ℕ → ℝ}
    (h : IsPopulationRun τ E ζ ξ T N S) (hτ : τ ≠ 0) (hN : 0 < N 0) (hT : 0 < T) (hξ : ξ ≠ 0)
    (hM : 0 < M) (hlim : Tendsto N atTop (𝓝 M)) : M = T ∧ Tendsto S atTop (𝓝 E) := by
  have run := (log_population_run h hτ hN hT).2
  have hq : 0 < M / T := div_pos hM hT
  obtain ⟨ha, hd⟩ := limit_of_population run hξ ((hlim.div_const T).log hq.ne')
  constructor
  · exact (div_eq_one_iff_eq hT.ne').mp (Real.eq_one_of_pos_of_log_eq_zero hq ha)
  · have h1 := (hd.div_const τ).add_const E
    rw [zero_div, zero_add] at h1
    exact h1.congr (fun n => by rw [mul_div_cancel_left₀ _ hτ]; ring)
```

The condition `hM` is what allows the logarithm to be taken in the limit. The theorem also allows negative $\xi$, which pushes the population away from the target instead of restoring it, and then a limit $M=0$ is possible: for $\zeta=1$ and $\xi=-1$, the population $N_n=T\exp(-2^n)$ with $\tau(S_n-E)=-2^n$ is a run that dies out.

## An explicit run that reaches its target

For every $\xi$, choose $\zeta=\xi+\tfrac12$, $\tau=1$, $E=0$ and $T=1$. Then

$$N_n=\exp(2^{-n}),\qquad S_n=-2^{-(n+1)}$$

is a run. In the linear variables $x_n=2^{-n}$ and $d_n=-2^{-(n+1)}$, so each step halves both.

```lean
/-- For every restoring strength `ξ` and damping `ξ + 1/2`, the population `exp (2⁻ⁿ)` with shift
`-2⁻ⁿ⁻¹` is a run with unit time step, zero energy and unit target. -/
theorem population_run_witness (ξ : ℝ) :
    IsPopulationRun 1 0 (ξ + 1 / 2) ξ 1
      (fun n => Real.exp ((1 / 2 : ℝ) ^ n)) (fun n => -(1 / 2 : ℝ) ^ (n + 1)) := by
  intro n
  constructor
  · rw [← Real.exp_add]
    ring
  · simp only [← Real.exp_sub, div_one, Real.log_exp]
    ring

end ShiftUpdateTargetPopulation
```

The proof checks the growth law by adding exponents and the shift update by taking logarithms. For $\xi\neq0$, this run meets all the conditions of `population_with_target`, with $M=1$. For $\xi=0$ it has $\zeta=\tfrac12$, and the formula without a target gives the same limit, $e\cdot e^{-1}=1$. There the population ends at $T$ only because of its starting values.

```lean
#print axioms ShiftUpdateTargetPopulation.free_runs_agree_iff
#print axioms ShiftUpdateTargetPopulation.limit_of_shift
#print axioms ShiftUpdateTargetPopulation.population_without_target
#print axioms ShiftUpdateTargetPopulation.population_with_target
```

```
'ShiftUpdateTargetPopulation.free_runs_agree_iff' depends on axioms: [propext, Classical.choice, Quot.sound]
'ShiftUpdateTargetPopulation.limit_of_shift' depends on axioms: [propext, Classical.choice, Quot.sound]
'ShiftUpdateTargetPopulation.population_without_target' depends on axioms: [propext, Classical.choice, Quot.sound]
'ShiftUpdateTargetPopulation.population_with_target' depends on axioms: [propext, Classical.choice, Quot.sound]
```
